# Krylov Step Counts of Two Positive Definite Fragments Add in a Joint Solve When Their Spectra Are Disjoint

Suppose that the static response equations of two distant molecules are handed to conjugate gradients as one linear system, with a limit on the number of iterations. A limit that is enough for each molecule alone can be too small for the pair, even if the molecules do not interact at all.

Let the fragments have the equations $Ax=b$ and $By=c$, with $A$ and $B$ real symmetric positive definite. When the matrix of a response calculation is the energy Hessian at a stationary reference state, positive definiteness implies that this state is a strict local energy minimum in the parameters being varied. The joint system has the matrix $\mathrm{diag}(A,B)$ and the right-hand side $(b,c)$. Write
$$\mathcal K_m(A,b)=\mathrm{span}\{b,Ab,\dots,A^{m-1}b\},\qquad \mathcal K_0(A,b)=\{0\},$$
and let $d$ be the smallest $m$ with $A^{-1}b\in\mathcal K_m(A,b)$. Let $e$ be the same number for $(B,c)$.

**Claim.** If $A$ and $B$ have no common eigenvalue, the smallest Krylov order that contains the solution of the pair is $d+e$. Solved separately, both fragments are finished at order $\max(d,e)$.

If $b$ and $c$ are both nonzero, then $d,e\ge 1$ and $d+e>\max(d,e)$. At order $\max(d,e)$ the separate solves are then exact and the joint one is not, which is a failure of size consistency in the truncated solver.

## Counting steps with residual polynomials

**From solutions to polynomials.** Suppose $A^{-1}b\in\mathcal K_m(A,b)$, so that $A^{-1}b=p(A)b$ with $p=0$ or $\deg p<m$. Put $q(X)=1-Xp(X)$. Then $q(0)=1$, $\deg q\le m$ and
$$q(A)b=b-A\,p(A)b=b-AA^{-1}b=0.$$
Conversely, a polynomial $q$ with $q(0)=1$ and $\deg q\le m$ has the form $1-Xp(X)$. If $q(A)b=0$, then $b=A\,p(A)b$, and multiplying by $A^{-1}$ gives $A^{-1}b=p(A)b\in\mathcal K_m(A,b)$. Call such a $q$ a residual polynomial.

**Normalisation.** Let $r\neq0$ satisfy $r(A)b=0$. Write $r=X^js$ with $s(0)\ne0$. Then $A^js(A)b=0$, and since $A^j$ is invertible, $s(A)b=0$. So $s/s(0)$ is a residual polynomial of degree at most $\deg r$. By the Cayley–Hamilton theorem the characteristic polynomial $\chi_A$ can serve as $r$, so $d$ exists and is at most the size of $A$.

**Divisibility.** Let $q_A$ be a residual polynomial of degree at most $d$. By minimality its degree is exactly $d$. If $p(A)b=0$, divide: $p=uq_A+r$, with $r=0$ or $\deg r<d$. Then $r(A)b=p(A)b-u(A)q_A(A)b=0$. A nonzero $r$ could be normalised to a residual polynomial of degree below $d$, which is impossible. Hence $q_A$ divides $p$. Define $q_B$ in the same way, with degree $e$.

**The pair.** Because the matrix is block diagonal,
$$p(\mathrm{diag}(A,B))\,(b,c)=(p(A)b,\;p(B)c),$$
so $p$ annihilates the joint vector exactly when it annihilates both fragment vectors. The polynomials $\chi_A=\prod_i(X-\alpha_i)$ and $\chi_B=\prod_j(X-\beta_j)$ have no common root, hence are coprime. So are their divisors $q_A$ and $q_B$. Any residual polynomial $p$ of the pair is divisible by both, hence by $q_Aq_B$, and since $p\neq0$ its degree is at least $d+e$. The product $q_Aq_B$ itself has value one at zero, degree $d+e$, and annihilates both vectors. The minimum is therefore $d+e$.

**Separate solves and identical copies.** Krylov spaces grow with $m$, so both fragment solutions are present exactly from order $\max(d,e)$ on. For two identical copies, $p$ annihilates $(b,b)$ exactly when it annihilates $b$, and the pair needs only $d$ steps. For identical copies the sum rule is thus false whenever $b\ne0$, so the condition on the spectra cannot simply be dropped.

## Krylov spaces and step counts in Lean

In the code `K` is the field of scalars, not a Krylov space, and `n` and `k` are the finite index sets of the two fragments.

```lean
import Mathlib

open Polynomial (C X aeval)
open scoped Matrix Polynomial

namespace KrylovSizeConsistency

variable {K n k : Type*} [Field K] [Fintype n] [DecidableEq n] [Fintype k] [DecidableEq k]
```

The order `m` counts spanning vectors, so `krylov A b 0` is the zero space.

```lean
/-- The Krylov space of order `m`, spanned by `b, A b, …, A^(m-1) b`. -/
def krylov (A : Matrix n n K) (b : n → K) (m : ℕ) : Submodule K (n → K) :=
  Submodule.span K (Set.range fun i : Fin m => (A ^ (i : ℕ)) *ᵥ b)
```

`IsStepCount A b d` says that `d` belongs to the set of successful orders and is a lower bound for it. Mathlib sets the inverse of a singular matrix to zero, so the definition has its intended meaning only for invertible `A`.

```lean
/-- For invertible `A`: `d` is the smallest order at which the Krylov space contains
the exact solution `A⁻¹ b` of the linear system. -/
def IsStepCount (A : Matrix n n K) (b : n → K) (d : ℕ) : Prop :=
  IsLeast {m | A⁻¹ *ᵥ b ∈ krylov A b m} d
```

This is a statement about spaces, not about a running program. The step from it to practice is to identify the order with the iteration number of a solver such as conjugate gradients, which holds for the unpreconditioned method started from the zero vector, without rounding and with iteration continued until the residual vanishes. A solver that stops at a tolerance may finish earlier.

## From solutions to annihilating polynomials

The first lemma writes a member of the Krylov space as a matrix polynomial applied to `b`.

```lean
/-- The vectors of the Krylov space of order `m` are the combinations of the powers
`1, A, …, A^(m-1)` applied to `b`. -/
theorem mem_krylov {A : Matrix n n K} {b x : n → K} {m : ℕ} :
    x ∈ krylov A b m ↔ ∃ c : Fin m → K, (∑ i, c i • A ^ (i : ℕ)) *ᵥ b = x := by
  rw [krylov, Submodule.mem_span_range_iff_exists_fun]
  refine exists_congr fun c => ?_
  have h : (∑ i, c i • A ^ (i : ℕ)) *ᵥ b = ∑ i, c i • ((A ^ (i : ℕ)) *ᵥ b) :=
    (map_sum (Matrix.mulVec.addMonoidHomLeft b) (fun i : Fin m => c i • A ^ (i : ℕ))
      Finset.univ).trans (Finset.sum_congr rfl fun i _ => Matrix.smul_mulVec _ _ _)
  rw [h]
```

The next one is the equivalence with residual polynomials. `aeval A q` is $q(A)$, and `q.coeff 0 = 1` is $q(0)=1$. In both directions the identity `hs` expresses $q(A)=1-A\,p(A)$.

```lean
/-- For invertible `A`, the exact solution lies in the Krylov space of order `m` exactly when
a residual polynomial `q` with `q(0) = 1` and degree at most `m` satisfies `q(A) b = 0`. -/
theorem solution_mem_iff {A : Matrix n n K} (hA : IsUnit A.det) {b : n → K} {m : ℕ} :
    A⁻¹ *ᵥ b ∈ krylov A b m ↔
      ∃ q : K[X], q.coeff 0 = 1 ∧ q.natDegree ≤ m ∧ aeval A q *ᵥ b = 0 := by
  rw [mem_krylov]
  constructor
  · rintro ⟨c, hc⟩
    -- the residual polynomial is 1 - X p(X), where p(A) b is the solution
    refine ⟨1 - ∑ i : Fin m, C (c i) * X ^ ((i : ℕ) + 1), ?_, ?_, ?_⟩
    · simp [Polynomial.finsetSum_coeff]
    · refine (Polynomial.natDegree_sub_le _ _).trans (max_le (by simp) ?_)
      exact Polynomial.natDegree_sum_le_of_forall_le _ _ fun i _ =>
        (Polynomial.natDegree_C_mul_X_pow_le _ _).trans (by omega)
    · have hs : aeval A (1 - ∑ i : Fin m, C (c i) * X ^ ((i : ℕ) + 1)) =
          1 - A * ∑ i, c i • A ^ (i : ℕ) := by
        rw [map_sub, map_one, map_sum, Finset.mul_sum]
        congr 1
        refine Finset.sum_congr rfl fun i _ => ?_
        rw [map_mul, Polynomial.aeval_C, map_pow, Polynomial.aeval_X, ← Algebra.smul_def,
          pow_succ', mul_smul_comm]
      rw [hs, Matrix.sub_mulVec, Matrix.one_mulVec, ← Matrix.mulVec_mulVec, hc,
        Matrix.mulVec_mulVec, Matrix.mul_nonsing_inv _ hA, Matrix.one_mulVec, sub_self]
  · rintro ⟨q, h0, hd, hq⟩
    refine ⟨fun i => -q.coeff ((i : ℕ) + 1), ?_⟩
    have hs : aeval A q = 1 - A * ∑ i : Fin m, (-q.coeff ((i : ℕ) + 1)) • A ^ (i : ℕ) := by
      rw [Polynomial.aeval_eq_sum_range' (show q.natDegree < m + 1 by omega),
        Finset.sum_range_succ', h0, Finset.sum_range, Finset.mul_sum]
      simp only [neg_smul, mul_neg, mul_smul_comm, Finset.sum_neg_distrib, sub_neg_eq_add,
        pow_succ', pow_zero, one_smul]
      exact add_comm _ _
    rw [hs, Matrix.sub_mulVec, Matrix.one_mulVec, sub_eq_zero] at hq
    have h := congrArg (fun v => A⁻¹ *ᵥ v) hq
    simp only [Matrix.mulVec_mulVec] at h
    rw [← Matrix.mul_assoc, Matrix.nonsing_inv_mul _ hA, Matrix.one_mul] at h
    exact h.symm
```

Normalisation splits off the power of $X$ through the multiplicity of the root zero, then divides by the constant coefficient.

```lean
/-- For invertible `A`, a nonzero polynomial `r` with `r(A) b = 0` yields a residual
polynomial, normalised to one at zero, of no larger degree. -/
theorem exists_residual {A : Matrix n n K} (hA : IsUnit A.det) {b : n → K} {r : K[X]}
    (hr0 : r ≠ 0) (hr : aeval A r *ᵥ b = 0) :
    ∃ s : K[X], s.coeff 0 = 1 ∧ s.natDegree ≤ r.natDegree ∧ aeval A s *ᵥ b = 0 := by
  -- split off the powers of X, which act invertibly
  obtain ⟨s, hs, hn⟩ := Polynomial.exists_eq_pow_rootMultiplicity_mul_and_not_dvd r hr0 0
  rw [Polynomial.C_0, sub_zero] at hs hn
  rw [Polynomial.X_dvd_iff] at hn
  generalize Polynomial.rootMultiplicity 0 r = j at hs
  have hj : (A ^ j).det ≠ 0 := by
    rw [Matrix.det_pow]
    exact pow_ne_zero _ hA.ne_zero
  have hdeg : s.natDegree ≤ r.natDegree :=
    Polynomial.natDegree_le_of_dvd (Dvd.intro_left _ hs.symm) hr0
  rw [hs, map_mul, map_pow, Polynomial.aeval_X, ← Matrix.mulVec_mulVec] at hr
  have h := Matrix.eq_zero_of_mulVec_eq_zero hj hr
  refine ⟨C (s.coeff 0)⁻¹ * s, ?_, (Polynomial.natDegree_C_mul_le _ _).trans hdeg, ?_⟩
  · rw [Polynomial.coeff_C_mul, inv_mul_cancel₀ hn]
  · rw [map_mul, ← Matrix.mulVec_mulVec, h, Matrix.mulVec_zero]
```

Applied to the characteristic polynomial, it shows that every invertible system has a step count.

```lean
/-- For an invertible matrix the step count exists and is at most the size of the matrix. -/
theorem exists_stepCount {A : Matrix n n K} (hA : IsUnit A.det) (b : n → K) :
    ∃ d ≤ Fintype.card n, IsStepCount A b d := by
  classical
  obtain ⟨s, h0, hd, hs⟩ := exists_residual hA (b := b) A.charpoly_monic.ne_zero
    (by rw [Matrix.aeval_self_charpoly, Matrix.zero_mulVec])
  rw [Matrix.charpoly_natDegree_eq_dim] at hd
  have hm := (solution_mem_iff hA).2 ⟨s, h0, hd, hs⟩
  have hex : ∃ m, A⁻¹ *ᵥ b ∈ krylov A b m := ⟨_, hm⟩
  exact ⟨Nat.find hex, Nat.find_min' hex hm, Nat.find_spec hex, fun m h => Nat.find_min' hex h⟩
```

The division argument uses the remainder `p % q`. If it is nonzero, `exists_residual` turns it into a residual polynomial that is too short, and `omega` closes the contradiction between the degrees.

```lean
/-- For invertible `A` with step count `d`, some residual polynomial of degree exactly `d`
annihilates `b` and divides every polynomial that annihilates `b`. -/
theorem minimal_residual {A : Matrix n n K} (hA : IsUnit A.det) {b : n → K} {d : ℕ}
    (h : IsStepCount A b d) :
    ∃ q : K[X], q.coeff 0 = 1 ∧ q.natDegree = d ∧ aeval A q *ᵥ b = 0 ∧
      ∀ p : K[X], aeval A p *ᵥ b = 0 → q ∣ p := by
  obtain ⟨q, h0, hd, hq⟩ := (solution_mem_iff hA).1 h.1
  have hmin : ∀ s : K[X], s.coeff 0 = 1 → aeval A s *ᵥ b = 0 → d ≤ s.natDegree :=
    fun s h1 h2 => h.2 ((solution_mem_iff hA).2 ⟨s, h1, le_rfl, h2⟩)
  have hq0 : q ≠ 0 := by
    rintro rfl
    simp at h0
  refine ⟨q, h0, le_antisymm hd (hmin q h0 hq), hq, fun p hp => ?_⟩
  by_contra hnd
  -- a nonzero remainder would give a shorter residual polynomial
  have hr0 : p % q ≠ 0 := fun h => hnd (EuclideanDomain.mod_eq_zero.1 h)
  have hr : aeval A (p % q) *ᵥ b = 0 := by
    have e : p % q = p - p / q * q := by
      linear_combination EuclideanDomain.mod_add_div p q
    rw [e, map_sub, map_mul, Matrix.sub_mulVec, ← Matrix.mulVec_mulVec, hp, hq,
      Matrix.mulVec_zero, sub_zero]
  have hlt : (p % q).degree < q.degree := EuclideanDomain.mod_lt p hq0
  have hlt' := Polynomial.natDegree_lt_natDegree hr0 hlt
  obtain ⟨s, h1, h2, h3⟩ := exists_residual hA hr0 hr
  have := hmin s h1 h3
  omega
```

## The noninteracting pair

`Matrix.fromBlocks A 0 0 B` is $\mathrm{diag}(A,B)$, whose zero blocks express the absence of interaction, and `Sum.elim b c` is the joint vector $(b,c)$. The proof establishes the block form for powers by induction, then for polynomials.

```lean
/-- A polynomial of the noninteracting pair annihilates the joint vector exactly when it
annihilates the vector of each fragment. -/
theorem pair_annihilates_iff (A : Matrix n n K) (B : Matrix k k K) (b : n → K) (c : k → K)
    (p : K[X]) : aeval (Matrix.fromBlocks A 0 0 B) p *ᵥ Sum.elim b c = 0 ↔
      aeval A p *ᵥ b = 0 ∧ aeval B p *ᵥ c = 0 := by
  have hpow : ∀ j : ℕ, (Matrix.fromBlocks A 0 0 B) ^ j =
      Matrix.fromBlocks (A ^ j) 0 0 (B ^ j) := by
    intro j
    induction j with
    | zero => simp [Matrix.fromBlocks_one]
    | succ j ih => rw [pow_succ, ih, Matrix.fromBlocks_multiply]; simp [pow_succ]
  have hp : aeval (Matrix.fromBlocks A 0 0 B) p =
      Matrix.fromBlocks (aeval A p) 0 0 (aeval B p) := by
    induction p using Polynomial.induction_on' with
    | add p q hp hq => simp only [map_add, hp, hq, Matrix.fromBlocks_add, add_zero]
    | monomial j a =>
      simp only [Polynomial.aeval_monomial, ← Algebra.smul_def, hpow, Matrix.fromBlocks_smul,
        smul_zero]
  have e : aeval (Matrix.fromBlocks A 0 0 B) p *ᵥ Sum.elim b c =
      Sum.elim (aeval A p *ᵥ b) (aeval B p *ᵥ c) := by
    rw [hp, Matrix.fromBlocks_mulVec]
    simp
  rw [e]
  constructor
  · intro h
    exact ⟨funext fun i => congrFun h (Sum.inl i), funext fun i => congrFun h (Sum.inr i)⟩
  · rintro ⟨h1, h2⟩
    rw [h1, h2]
    ext (i | i) <;> rfl
```

The addition rule needs only invertible matrices with coprime characteristic polynomials, over any field. The first half of the proof supplies $q_Aq_B$, and the second shows that it divides every competitor.

```lean
/-- Over any field, the step counts of two invertible fragments with coprime characteristic
polynomials add up in the noninteracting pair. -/
theorem stepCount_add_of_coprime {A : Matrix n n K} {B : Matrix k k K} (hA : IsUnit A.det)
    (hB : IsUnit B.det) (hAB : IsCoprime A.charpoly B.charpoly) {b : n → K} {c : k → K}
    {d e : ℕ} (hd : IsStepCount A b d) (he : IsStepCount B c e) :
    IsStepCount (Matrix.fromBlocks A 0 0 B) (Sum.elim b c) (d + e) := by
  have hU : IsUnit (Matrix.fromBlocks A 0 0 B).det := by
    rw [Matrix.det_fromBlocks_zero₂₁]
    exact hA.mul hB
  obtain ⟨q, q0, qd, qb, qmin⟩ := minimal_residual hA hd
  obtain ⟨r, r0, rd, rc, rmin⟩ := minimal_residual hB he
  have hqr : IsCoprime q r := IsCoprime.mono
    (qmin _ (by rw [Matrix.aeval_self_charpoly, Matrix.zero_mulVec]))
    (rmin _ (by rw [Matrix.aeval_self_charpoly, Matrix.zero_mulVec])) hAB
  have hq : q ≠ 0 := by
    rintro rfl
    simp at q0
  have hr : r ≠ 0 := by
    rintro rfl
    simp at r0
  have hdeg : (q * r).natDegree = d + e := by rw [Polynomial.natDegree_mul hq hr, qd, rd]
  constructor
  · -- the product of the fragment polynomials solves the pair
    refine (solution_mem_iff hU).2 ⟨q * r, ?_, hdeg.le, (pair_annihilates_iff ..).2 ⟨?_, ?_⟩⟩
    · rw [Polynomial.mul_coeff_zero, q0, r0, one_mul]
    · rw [mul_comm q r, map_mul, ← Matrix.mulVec_mulVec, qb, Matrix.mulVec_zero]
    · rw [map_mul, ← Matrix.mulVec_mulVec, rc, Matrix.mulVec_zero]
  · -- every polynomial that solves the pair is a multiple of that product
    intro m hm
    obtain ⟨p, p0, pd, hp⟩ := (solution_mem_iff hU).1 hm
    obtain ⟨h1, h2⟩ := (pair_annihilates_iff ..).1 hp
    have hp0 : p ≠ 0 := by
      rintro rfl
      simp at p0
    have := Polynomial.natDegree_le_of_dvd (hqr.mul_dvd (qmin p h1) (rmin p h2)) hp0
    omega
```

The main theorem specialises this to the physical setting. `PosDef` includes symmetry, and `Disjoint (spectrum ℝ A) (spectrum ℝ B)` says that there is no common eigenvalue. The proof factorises both characteristic polynomials over the eigenvalues and checks coprimality one pair of linear factors at a time.

```lean
/-- For real symmetric positive definite fragments without common eigenvalues, the smallest
Krylov order that solves the noninteracting pair is the sum of the fragment orders. -/
theorem stepCount_pair {A : Matrix n n ℝ} {B : Matrix k k ℝ} (hA : A.PosDef) (hB : B.PosDef)
    (hAB : Disjoint (spectrum ℝ A) (spectrum ℝ B)) {b : n → ℝ} {c : k → ℝ} {d e : ℕ}
    (hd : IsStepCount A b d) (he : IsStepCount B c e) :
    IsStepCount (Matrix.fromBlocks A 0 0 B) (Sum.elim b c) (d + e) := by
  refine stepCount_add_of_coprime hA.det_pos.ne'.isUnit hB.det_pos.ne'.isUnit ?_ hd he
  -- both characteristic polynomials split into factors with distinct roots across fragments
  rw [hA.isHermitian.charpoly_eq, hB.isHermitian.charpoly_eq]
  refine IsCoprime.prod_left fun i _ => IsCoprime.prod_right fun j _ => ?_
  have hne : hA.isHermitian.eigenvalues i ≠ hB.isHermitian.eigenvalues j := fun h =>
    Set.disjoint_left.1 hAB (hA.isHermitian.eigenvalues_mem_spectrum_real i)
      (h ▸ hB.isHermitian.eigenvalues_mem_spectrum_real j)
  exact Polynomial.isCoprime_X_sub_C_of_isUnit_sub (by simpa [sub_eq_zero] using hne)
```

## Separate solves and identical copies

For separate solves the set of orders asks for both memberships at once. Its least element is `max d e`, because a larger order only adds spanning vectors.

```lean
/-- When two invertible fragments are solved separately, each in its own Krylov space, the smallest
common order at which both are solved is the larger of the two step counts. -/
theorem stepCount_separate {A : Matrix n n K} {B : Matrix k k K} {b : n → K} {c : k → K}
    {d e : ℕ} (hd : IsStepCount A b d) (he : IsStepCount B c e) :
    IsLeast {m | A⁻¹ *ᵥ b ∈ krylov A b m ∧ B⁻¹ *ᵥ c ∈ krylov B c m} (max d e) := by
  refine ⟨⟨?_, ?_⟩, fun m hm => max_le (hd.2 hm.1) (he.2 hm.2)⟩
  · refine Submodule.span_mono ?_ hd.1
    rintro _ ⟨i, rfl⟩
    exact ⟨⟨i, i.2.trans_le (le_max_left d e)⟩, rfl⟩
  · refine Submodule.span_mono ?_ he.1
    rintro _ ⟨i, rfl⟩
    exact ⟨⟨i, i.2.trans_le (le_max_right d e)⟩, rfl⟩
```

The last theorem treats two equal fragments with equal right-hand sides. A residual polynomial for one copy serves the pair, and the reverse holds as well.

```lean
/-- Two identical copies of an invertible fragment, with identical right-hand sides, need
exactly as many steps as one copy. -/
theorem stepCount_identical {A : Matrix n n K} (hA : IsUnit A.det) {b : n → K} {d : ℕ}
    (hd : IsStepCount A b d) :
    IsStepCount (Matrix.fromBlocks A 0 0 A) (Sum.elim b b) d := by
  have hU : IsUnit (Matrix.fromBlocks A 0 0 A).det := by
    rw [Matrix.det_fromBlocks_zero₂₁]
    exact hA.mul hA
  constructor
  · obtain ⟨q, h0, h1, h2⟩ := (solution_mem_iff hA).1 hd.1
    exact (solution_mem_iff hU).2 ⟨q, h0, h1, (pair_annihilates_iff ..).2 ⟨h2, h2⟩⟩
  · intro m hm
    obtain ⟨q, h0, h1, h2⟩ := (solution_mem_iff hU).1 hm
    exact hd.2 ((solution_mem_iff hA).2 ⟨q, h0, h1, ((pair_annihilates_iff ..).1 h2).1⟩)

end KrylovSizeConsistency
```

```lean
#print axioms KrylovSizeConsistency.exists_stepCount
#print axioms KrylovSizeConsistency.stepCount_pair
#print axioms KrylovSizeConsistency.stepCount_separate
#print axioms KrylovSizeConsistency.stepCount_identical
```

```
'KrylovSizeConsistency.exists_stepCount' depends on axioms: [propext, Classical.choice, Quot.sound]
'KrylovSizeConsistency.stepCount_pair' depends on axioms: [propext, Classical.choice, Quot.sound]
'KrylovSizeConsistency.stepCount_separate' depends on axioms: [propext, Classical.choice, Quot.sound]
'KrylovSizeConsistency.stepCount_identical' depends on axioms: [propext, Classical.choice, Quot.sound]
```
